# For an invertible three-site ring with nonzero real couplings, |G₁₂| survives flux reversal exactly when sin f · Im m₃ = 0

**Q:** Take a small ring with a contact at site 1, a contact at site 2, and a magnetic flux through the hole. If electrons can leave only through the two contacts, the linear conductance is the same for both signs of the flux. Now let site 3, in the other arm, lose electrons as well. Does the symmetry survive? I am told that a statement about a 3 by 3 matrix settles this, and I doubt that it contains the physics.

**A:** It settles it for non-interacting electrons on three sites. The amplitude for going from site 2 to site 1 at energy E is the entry G₁₂ of the propagator G = M⁻¹, where M is E minus the effective Hamiltonian. Each diagonal entry is

m_k = E − ε_k − Σ_k,

with ε_k the site energy and Σ_k the self-energy of whatever is attached to site k. For a retarded propagator, loss at site k means Im m_k > 0. The bond between sites 1 and 2 has strength h, and the bonds from site 3 to sites 1 and 2 have strengths g₁ and g₂. All three are real. The flux gives a phase f around the loop, and a choice of gauge puts all of it on the bond 1-2.

```lean
import Mathlib

open Matrix
open Complex (I)

namespace PhaseRigidity

noncomputable section

/-- Inverse Green matrix of a three-site ring with complex on-site terms `m₁, m₂, m₃`,
real couplings `h, g₁, g₂`, and a flux phase `f` on the bond between sites 1 and 2. -/
def ringMatrix (m₁ m₂ m₃ : ℂ) (h g₁ g₂ f : ℝ) : Matrix (Fin 3) (Fin 3) ℂ :=
  !![m₁, -(h * Complex.exp (f * I)), -g₁;
     -(h * Complex.exp (-(f * I))), m₂, -g₂;
     -g₁, -g₂, m₃]
```

Lean counts from 0, so its entry `0 1` is my G₁₂. The minus signs come from E − H. Setting g₁ = g₂ = g gives the ring with two equal bonds. The numbers `m₁ m₂ m₃` are arbitrary complex numbers, so gain is allowed too.

**Q:** Where is the reversed field? I see only a sign change of a parameter.

**A:** That is the reversal: f becomes −f while the site terms and couplings stay fixed. The two entries carrying exp(if) and exp(−if) trade places, and the rest of the matrix is symmetric. Hence

M(−f) = M(f)ᵀ.

A transpose has the same determinant, so det M(−f) = det M(f), and if M(f) is invertible, so is M(−f). Lean checks the matrix identity entry by entry: `fin_cases` lists the nine positions and `simp` compares them.

```lean
variable {m₁ m₂ m₃ : ℂ} {h g₁ g₂ f : ℝ}

/-- Reversing the flux through the ring transposes its inverse Green matrix. -/
theorem ringMatrix_neg_flux (m₁ m₂ m₃ : ℂ) (h g₁ g₂ f : ℝ) :
    ringMatrix m₁ m₂ m₃ h g₁ g₂ (-f) = (ringMatrix m₁ m₂ m₃ h g₁ g₂ f)ᵀ := by
  ext i j
  fin_cases i <;> fin_cases j <;> simp [ringMatrix]
```

**Q:** Fine. But an inverse matrix hides the interference. Where are the two arms?

**A:** They appear in the cofactor. The inverse is the adjugate divided by the determinant, so

det M · G₁₂ = −(M₁₂ M₃₃ − M₁₃ M₃₂).

Inserting M₁₂ = −h exp(if), M₃₃ = m₃, M₁₃ = −g₁ and M₃₂ = −g₂ gives

det M · G₁₂ = h exp(if) m₃ + g₁ g₂.

The first term is the direct path over the bond 1-2, and the second is the detour through site 3. The factor m₃ sits on the direct path because everything has been multiplied by the determinant. Dividing both terms by m₃, when it is nonzero, would put the usual site propagator 1/m₃ on the detour.

```lean
/-- For an invertible ring matrix, the propagator from site 2 to site 1, times the determinant,
is the sum of a direct path and a detour through site 3. -/
theorem det_mul_propagator (hu : IsUnit (ringMatrix m₁ m₂ m₃ h g₁ g₂ f)) :
    (ringMatrix m₁ m₂ m₃ h g₁ g₂ f).det * (ringMatrix m₁ m₂ m₃ h g₁ g₂ f)⁻¹ 0 1
      = h * Complex.exp (f * I) * m₃ + g₁ * g₂ := by
  have hd := ((Matrix.isUnit_iff_isUnit_det _).mp hu).ne_zero
  rw [Matrix.inv_def, Ring.inverse_eq_inv', Matrix.smul_apply, smul_eq_mul,
    mul_inv_cancel_left₀ hd, Matrix.adjugate_fin_three]
  simp [ringMatrix]
```

The proof takes the same route. `Matrix.inv_def` introduces the adjugate, `mul_inv_cancel_left₀` cancels the determinant, which is nonzero by `hu`, and `Matrix.adjugate_fin_three` supplies the cofactor.

**Q:** Then the intensity should have an interference term. Does loss at site 3 enter it in the right way?

**A:** Yes. For two complex numbers u and v, |u + v|² = |u|² + |v|² + 2 Re(u v̄). Here v = g₁g₂ is real, and |exp(if)| = 1, so

|h exp(if) m₃ + g₁g₂|² = h²|m₃|² + (g₁g₂)² + 2 h g₁g₂ Re(exp(if) m₃).

Writing exp(if) = cos f + i sin f gives

Re(exp(if) m₃) = cos f Re m₃ − sin f Im m₃.

The cosine part is even in the flux. The sine part is odd, and it is present only if site 3 has loss or gain.

```lean
/-- The intensity of the two superposed paths is the sum of their separate intensities and an
interference term that depends on the flux. -/
theorem two_path_intensity (z : ℂ) (h g₁ g₂ f : ℝ) :
    ‖(h : ℂ) * Complex.exp (f * I) * z + g₁ * g₂‖ ^ 2
      = h ^ 2 * ‖z‖ ^ 2 + (g₁ * g₂) ^ 2
        + 2 * h * g₁ * g₂ * (Real.cos f * z.re - Real.sin f * z.im) := by
  simp only [← Complex.normSq_eq_norm_sq]
  rw [Complex.exp_mul_I, ← Complex.ofReal_cos, ← Complex.ofReal_sin]
  simp only [Complex.normSq_apply, Complex.add_re, Complex.add_im, Complex.mul_re,
    Complex.mul_im, Complex.ofReal_re, Complex.ofReal_im, Complex.I_re, Complex.I_im]
  linear_combination (h ^ 2 * (z.re ^ 2 + z.im ^ 2)) * Real.sin_sq_add_cos_sq f
```

Lean calls the complex number `z` instead of m₃, since the identity holds for any z. It expands real and imaginary parts, and the last line uses sin² f + cos² f = 1, multiplied by h²|z|².

**Q:** You have the intensity multiplied by a determinant. That determinant also depends on the flux. Could it compensate the odd part?

**A:** No, because it is even in f. Both intensities carry the same factor |det M(f)|², and subtracting them removes every even term:

|det M(f)|² (|G₁₂(f)|² − |G₁₂(−f)|²)

= 2 h g₁g₂ [(cos f Re m₃ − sin f Im m₃) − (cos f Re m₃ + sin f Im m₃)]

= −4 h g₁g₂ sin f Im m₃.

```lean
/-- For an invertible ring matrix, the squared modulus of the propagator from site 2 to site 1 at
flux phase `f` minus its value at `-f`, times the squared modulus of the determinant, is
`-4 h g₁ g₂ sin f Im m₃`. -/
theorem flux_asymmetry (hu : IsUnit (ringMatrix m₁ m₂ m₃ h g₁ g₂ f)) :
    ‖(ringMatrix m₁ m₂ m₃ h g₁ g₂ f).det‖ ^ 2 *
      (‖(ringMatrix m₁ m₂ m₃ h g₁ g₂ f)⁻¹ 0 1‖ ^ 2
        - ‖(ringMatrix m₁ m₂ m₃ h g₁ g₂ (-f))⁻¹ 0 1‖ ^ 2)
      = -4 * h * g₁ * g₂ * (Real.sin f * m₃.im) := by
  -- the determinant is even in the flux
  have hdet : (ringMatrix m₁ m₂ m₃ h g₁ g₂ (-f)).det
      = (ringMatrix m₁ m₂ m₃ h g₁ g₂ f).det := by
    rw [ringMatrix_neg_flux, Matrix.det_transpose]
  have hu' : IsUnit (ringMatrix m₁ m₂ m₃ h g₁ g₂ (-f)) := by
    rw [Matrix.isUnit_iff_isUnit_det, hdet]
    exact (Matrix.isUnit_iff_isUnit_det _).mp hu
  have p : ‖(ringMatrix m₁ m₂ m₃ h g₁ g₂ f).det‖ ^ 2 *
      ‖(ringMatrix m₁ m₂ m₃ h g₁ g₂ f)⁻¹ 0 1‖ ^ 2
      = ‖(h : ℂ) * Complex.exp (f * I) * m₃ + g₁ * g₂‖ ^ 2 := by
    rw [← mul_pow, ← norm_mul, det_mul_propagator hu]
  have q : ‖(ringMatrix m₁ m₂ m₃ h g₁ g₂ f).det‖ ^ 2 *
      ‖(ringMatrix m₁ m₂ m₃ h g₁ g₂ (-f))⁻¹ 0 1‖ ^ 2
      = ‖(h : ℂ) * Complex.exp ((-f : ℝ) * I) * m₃ + g₁ * g₂‖ ^ 2 := by
    rw [← mul_pow, ← norm_mul, ← hdet, det_mul_propagator hu']
  -- only the interference term odd in the flux survives the difference
  rw [two_path_intensity] at p q
  rw [Real.cos_neg, Real.sin_neg] at q
  linear_combination p - q
```

In the code, `hdet` is the evenness of the determinant, and `hu'` is invertibility at −f. The equations `p` and `q` are the two intensities times the common factor, and `linear_combination p - q` is the subtraction.

**Q:** So what exactly does the final statement about the ring claim?

**A:** Suppose h, g₁ and g₂ are nonzero and M(f) is invertible. Then M(−f) is invertible, and |G₁₂(f)| = |G₁₂(−f)| holds exactly when sin f · Im m₃ = 0. The product vanishes in two situations: the flux phase is a multiple of π, or site 3 has neither loss nor gain. Im m₁ and Im m₂ may have any values, so loss at the contacts themselves does no harm.

```lean
/-- In a ring with nonzero couplings and invertible matrix, the matrix at reversed flux is also
invertible, and the propagator from site 2 to site 1 keeps its modulus under flux reversal
exactly when `sin f * Im m₃ = 0`. -/
theorem phase_rigidity_iff (hh : h ≠ 0) (hg₁ : g₁ ≠ 0) (hg₂ : g₂ ≠ 0)
    (hu : IsUnit (ringMatrix m₁ m₂ m₃ h g₁ g₂ f)) :
    IsUnit (ringMatrix m₁ m₂ m₃ h g₁ g₂ (-f)) ∧
      (‖(ringMatrix m₁ m₂ m₃ h g₁ g₂ f)⁻¹ 0 1‖
          = ‖(ringMatrix m₁ m₂ m₃ h g₁ g₂ (-f))⁻¹ 0 1‖
        ↔ Real.sin f * m₃.im = 0) := by
  have hd := (Matrix.isUnit_iff_isUnit_det _).mp hu
  have key := flux_asymmetry hu
  refine ⟨?_, fun e => ?_, fun hs => ?_⟩
  · rw [Matrix.isUnit_iff_isUnit_det, ringMatrix_neg_flux, Matrix.det_transpose]
    exact hd
  · rw [e] at key
    have h0 : (h * g₁ * g₂) * (Real.sin f * m₃.im) = 0 := by
      linear_combination (1 / 4) * key
    exact (mul_eq_zero.mp h0).resolve_left (mul_ne_zero (mul_ne_zero hh hg₁) hg₂)
  · rw [hs, mul_zero] at key
    have h0 := (mul_eq_zero.mp key).resolve_left (pow_ne_zero 2 (norm_ne_zero_iff.mpr hd.ne_zero))
    exact (sq_eq_sq₀ (norm_nonneg _) (norm_nonneg _)).mp (sub_eq_zero.mp h0)
```

`IsUnit` means invertible, and `‖·‖` is the modulus. Invertibility matters to the reading, since Lean assigns the zero matrix as the inverse of a singular one. The proof starts from the asymmetry formula, stored as `key`. If the moduli agree, its left side is zero, and division by the nonzero couplings leaves sin f · Im m₃ = 0. Conversely, if that product is zero, division by |det M|² makes the squared moduli equal, and moduli are nonnegative.

**Q:** Why insist on nonzero couplings?

**A:** If any one of them is zero, the loop is open and the right side of the asymmetry formula vanishes. The moduli then agree even when sin f · Im m₃ ≠ 0. Only the direction from equal moduli to a vanishing product uses the assumption.

**Q:** The theorem is called `phase_rigidity_iff`. Is it the phase of G₁₂ that is rigid?

**A:** No. The name refers to the conductance oscillation. A periodic conductance that is even in the flux has harmonics proportional to cos(nf), so the phase of each harmonic is locked to 0 or π. The theorem compares |G₁₂| at one pair f and −f, and leaves the phase of G₁₂ free.

**Q:** And the conductance itself? I don't see it in the matrix.

**A:** That link is physics added to the theorems. For one-channel leads at sites 1 and 2, the coherent transmission from 2 to 1 is |G₁₂|² times the broadenings due to the two leads. If those broadenings are nonzero and independent of the flux, equal moduli mean equal transmission. At zero temperature this transmission, taken with E at the Fermi energy, sets the linear conductance from 2 to 1 when site 3 drains into a reservoir held at the same potential as lead 1. A floating probe at site 3 would instead return the electrons it takes, and the two-terminal conductance would then be even in the flux even though |G₁₂| is not. The hypotheses contain no leads, only their effect on the diagonal of M.

**Q:** Three sites are few. Perhaps the symmetry without loss in the arm is an accident of small size.

**A:** It holds for any finite network whose loss or gain is confined to the two contacts. Let A be the inverse Green matrix, G its inverse, and † the conjugate transpose, written `ᴴ` in Lean. Assume

A − A† = diag(2iγ_k), with real γ_k.

This says that the couplings between sites are Hermitian and that loss acts site by site, with γ_k = Im A_kk. Positive γ_k means loss and negative γ_k means gain; the usual broadening Γ_k = −2 Im Σ_k is 2γ_k. Using GA = AG = 1 and the conjugates of these equations, we get

G(A − A†)G† = G† − G,

G†(A − A†)G = G† − G.

The left sides are therefore equal. Their diagonal entries at site i, divided by 2i, give

Σ_k γ_k |G_ik|² = Σ_k γ_k |G_ki|²,

where Σ_k is now a sum over sites.

```lean
variable {n : Type*} [Fintype n] [DecidableEq n]

/-- If `A` has inverse `G` and `A - Aᴴ` is diagonal with entries `2 * I * γ k` for real `γ k`, then
the sums over `k` of `γ k * ‖G i k‖ ^ 2` and of `γ k * ‖G k i‖ ^ 2` agree. -/
theorem loss_balance {A G : Matrix n n ℂ} {γ : n → ℝ} (hG : A * G = 1)
    (hA : A - Aᴴ = diagonal (fun k => 2 * I * (γ k : ℂ))) (i : n) :
    ∑ k, γ k * ‖G i k‖ ^ 2 = ∑ k, γ k * ‖G k i‖ ^ 2 := by
  have h1 : G * A = 1 := mul_eq_one_comm.mp hG
  have h3 : Gᴴ * Aᴴ = 1 := by rw [← conjTranspose_mul, hG, conjTranspose_one]
  have h4 : Aᴴ * Gᴴ = 1 := mul_eq_one_comm.mp h3
  -- both orderings of the loss term give the same difference of propagators
  have e1 : G * (A - Aᴴ) * Gᴴ = Gᴴ - G := by
    rw [mul_sub, sub_mul, h1, one_mul, mul_assoc, h4, mul_one]
  have e2 : Gᴴ * (A - Aᴴ) * G = Gᴴ - G := by
    rw [mul_sub, sub_mul, h3, one_mul, mul_assoc, hG, mul_one]
  have key : ∀ (z : ℂ) (r : ℝ),
      z * (2 * I * (r : ℂ)) * star z = 2 * I * ((r * ‖z‖ ^ 2 : ℝ) : ℂ) := by
    intro z r
    rw [← Complex.normSq_eq_norm_sq, Complex.ofReal_mul, ← Complex.mul_conj, starRingEnd_apply]
    ring
  have key' : ∀ (z : ℂ) (r : ℝ),
      star z * (2 * I * (r : ℂ)) * z = 2 * I * ((r * ‖z‖ ^ 2 : ℝ) : ℂ) := by
    intro z r
    rw [← key]
    ring
  have e := congrFun (congrFun (e1.trans e2.symm) i) i
  rw [hA, Matrix.mul_apply, Matrix.mul_apply] at e
  simp only [Matrix.mul_diagonal, conjTranspose_apply, key, key'] at e
  rw [← Finset.mul_sum, ← Finset.mul_sum] at e
  have e' := mul_left_cancel₀ (mul_ne_zero two_ne_zero Complex.I_ne_zero) e
  exact_mod_cast e'
```

The equations `e1` and `e2` are the two matrix identities. The auxiliary facts `key` and `key'` turn each product of an entry, a loss term and a conjugate entry into a squared modulus. The final lines cancel 2i.

**Q:** That is a balance of sums. I want one propagator between two contacts.

**A:** Let γ_k vanish except possibly at contacts a and b. For a ≠ b, the balance at site a and at site b reduces to

γ_b (|G_ab|² − |G_ba|²) = 0,

γ_a (|G_ba|² − |G_ab|²) = 0.

If either γ is nonzero, then |G_ab| = |G_ba|. If both are zero, A is Hermitian, so G is Hermitian too, and the moduli agree again. Finally, the inverse of Aᵀ is G' = Gᵀ, so G'_ab = G_ba and |G_ab| = |G'_ab|. If a = b, the claim is immediate.

```lean
/-- If `A` is an invertible matrix of any finite size whose anti-Hermitian part is diagonal and
vanishes away from the sites `a` and `b`, then the entry `a b` of the inverse has the same modulus
for `A` and for its transpose. -/
theorem two_contact_rigidity {A G G' : Matrix n n ℂ} {γ : n → ℝ} {a b : n}
    (hG : A * G = 1) (hG' : Aᵀ * G' = 1)
    (hA : A - Aᴴ = diagonal (fun k => 2 * I * (γ k : ℂ)))
    (hγ : ∀ k, k ≠ a → k ≠ b → γ k = 0) : ‖G a b‖ = ‖G' a b‖ := by
  have ht : Gᵀ * Aᵀ = 1 := by rw [← transpose_mul, hG, transpose_one]
  rw [← left_inv_eq_right_inv ht hG', transpose_apply]
  rcases eq_or_ne a b with rfl | hab
  · rfl
  have red : ∀ F : n → ℝ, ∑ k, γ k * F k = γ a * F a + γ b * F b := fun F =>
    Fintype.sum_eq_add a b hab (fun k hk => by rw [hγ k hk.1 hk.2, zero_mul])
  have ea : γ a * ‖G a a‖ ^ 2 + γ b * ‖G a b‖ ^ 2 = γ a * ‖G a a‖ ^ 2 + γ b * ‖G b a‖ ^ 2 :=
    (red fun k => ‖G a k‖ ^ 2).symm.trans
      ((loss_balance hG hA a).trans (red fun k => ‖G k a‖ ^ 2))
  have eb : γ a * ‖G b a‖ ^ 2 + γ b * ‖G b b‖ ^ 2 = γ a * ‖G a b‖ ^ 2 + γ b * ‖G b b‖ ^ 2 :=
    (red fun k => ‖G b k‖ ^ 2).symm.trans
      ((loss_balance hG hA b).trans (red fun k => ‖G k b‖ ^ 2))
  by_cases hb : γ b = 0
  · by_cases ha : γ a = 0
    · -- without any loss the propagator is Hermitian
      have hz : ∀ k, γ k = 0 := by
        intro k
        by_cases h1 : k = a
        · rw [h1, ha]
        · by_cases h2 : k = b
          · rw [h2, hb]
          · exact hγ k h1 h2
      have h0 : A - Aᴴ = 0 := by
        rw [hA]
        ext i j
        simp [Matrix.diagonal_apply, hz]
      have h3 : Gᴴ * A = 1 := by
        rw [sub_eq_zero.mp h0, ← conjTranspose_mul, hG, conjTranspose_one]
      have hGG : Gᴴ = G := left_inv_eq_right_inv h3 hG
      calc ‖G a b‖ = ‖Gᴴ a b‖ := by rw [hGG]
        _ = ‖G b a‖ := by rw [conjTranspose_apply, norm_star]
    · exact (sq_eq_sq₀ (norm_nonneg _) (norm_nonneg _)).mp (mul_left_cancel₀ ha (by linarith))
  · exact (sq_eq_sq₀ (norm_nonneg _) (norm_nonneg _)).mp (mul_left_cancel₀ hb (by linarith))

end

end PhaseRigidity
```

```lean
#print axioms PhaseRigidity.phase_rigidity_iff
-- 'PhaseRigidity.phase_rigidity_iff' depends on axioms: [propext, Classical.choice, Quot.sound]
#print axioms PhaseRigidity.two_contact_rigidity
-- 'PhaseRigidity.two_contact_rigidity' depends on axioms: [propext, Classical.choice, Quot.sound]
```

The proof first replaces `G'` by the transpose of `G` and disposes of a = b. The function `red` reduces each sum to its two contact terms, `ea` and `eb` are the balances at a and b, and the `by_cases` lines separate the cases above.

**Q:** Here the statement has a transpose and no flux at all.

**A:** For spinless electrons on a lattice, where the field enters only through phases on the bonds, reversing the field transposes the matrix, as it did for the ring. With spin-orbit coupling, a plain transpose is no longer the whole of field reversal. Also, the general theorem gives only one direction: loss confined to the contacts implies equal moduli. The exact criterion is proved for the three-site ring.

**Q:** Where would I meet this in practice?

**A:** In a non-interacting tight-binding calculation of such a ring, an absorbing term placed on site 3 makes the computed coherent transmission differ between f and −f whenever sin f ≠ 0. That difference comes from the absorber and need not signal a mistake in the flux phases.
